# Spin-dependent intensity and left–right asymmetry in Mott scattering

## Physical setting

A formal statement about Mott scattering must decide where the scattering amplitudes come from. Here they are two free complex numbers $f$ and $g$, the direct and spin-flip amplitudes at one energy and one angle. Mott's relativistic cross section for a Coulomb centre is not computed; the result is the spin algebra that holds for any values of $f$ and $g$ that are not both zero.

The electron spin lives in $\mathbb{C}^2$. With the Pauli matrices $\sigma_0,\sigma_1,\sigma_2=\sigma_x,\sigma_y,\sigma_z$ and a real vector $a=(a_0,a_1,a_2)$, write $\sigma\cdot a=\sum_i a_i\sigma_i$. A beam of polarization $P$ has density matrix $\rho=\tfrac12(1+\sigma\cdot P)$, where $1$ is the identity matrix. Scattering in a plane with unit normal $n$ acts by $M(n)=f-ig\,\sigma\cdot n$, and the intensity is $I(n)=\operatorname{tr}(M\rho M^\dagger)$. For a spherically symmetric target, two detectors at equal angles to the left and right of the beam share $f$ and $g$ and have normals $n$ and $-n$. Their asymmetry is the quantity read in Mott polarimetry, here for a single elastic scattering event with ideal detectors.

## Statement

Put $D=|f|^2+|g|^2$, $c=2\operatorname{Im}(\bar f g)$ and $S=c/D$, the Sherman function. For $f,g$ not both zero, $n\cdot n=1$ and $P\cdot P\le1$, the theorem `mott_scattering` gives

$$D>0,\qquad I(n)=D(1+S\,P\cdot n)\ge0,\qquad |S|\le1,$$

$$\frac{I(n)-I(-n)}{I(n)+I(-n)}=S\,P\cdot n,\qquad |S\,P\cdot n|\le1 .$$

In addition, `sherman_bound` gives $S=\pm1$ exactly when $g=\pm if$, `asymmetry_eq` gives $I(n)+I(-n)=2D$, and `outgoing_spin` gives $\operatorname{tr}(M\rho M^\dagger\,\sigma\cdot n)=D(P\cdot n+S)$.

## Derivation

1. Explicitly,
$$\sigma\cdot a=\begin{pmatrix}a_2&a_0-ia_1\\a_0+ia_1&-a_2\end{pmatrix},$$
which is Hermitian and traceless, with $(\sigma\cdot a)^2=a\cdot a$.
2. Multiplying two such matrices gives $\operatorname{tr}[(\sigma\cdot P)(\sigma\cdot n)]=2P\cdot n$. Hence $\operatorname{tr}[\rho(\alpha+\beta\,\sigma\cdot n)]=\alpha+\beta\,P\cdot n$ for complex $\alpha,\beta$.
3. With $(\sigma\cdot n)^2=1$,
$$M^\dagger M=(\bar f+i\bar g\,\sigma\cdot n)(f-ig\,\sigma\cdot n)=D+i(\bar gf-\bar fg)\,\sigma\cdot n=D+c\,\sigma\cdot n .$$
4. By cyclicity, $I(n)=\operatorname{tr}(\rho M^\dagger M)=D+c\,P\cdot n=D(1+S\,P\cdot n)$, where $DS=c$ because $D>0$.
5. Expanding, $|g\mp if|^2=D\mp c$. So $|c|\le D$, and $c=\pm D$ exactly when $g=\pm if$.
6. Under $n\to-n$ the projection $P\cdot n$ changes sign. The sum of the intensities is $2D$, the difference $2DS\,P\cdot n$, and the ratio $S\,P\cdot n$.
7. From $|P\mp n|^2\ge0$ follows $\pm2P\cdot n\le P\cdot P+1\le2$. Then $|S\,P\cdot n|\le1$ and $I(n)\ge0$.
8. $M$ commutes with $\sigma\cdot n$, so $\operatorname{tr}(M\rho M^\dagger\sigma\cdot n)=\operatorname{tr}[\rho(D+c\,\sigma\cdot n)\,\sigma\cdot n]=c+D\,P\cdot n$.

Step 8 is unnormalised. Dividing by $I(n)$, where that is non-zero, gives the outgoing polarization along the normal, $(P\cdot n+S)/(1+S\,P\cdot n)$, which equals $S$ for an unpolarized beam. In the limit $g=0$ one has $S=0$, $I(n)=|f|^2$ and no asymmetry. At the other extreme $g=if$, the matrix is $M=f(1+\sigma\cdot n)$, a multiple of the projector on spin along $n$.

## What the formal version assumes

Vectors have type `Fin 3 → ℝ`, and lengths enter through dot products: `hn : n ⬝ᵥ n = 1` and `hP : P ⬝ᵥ P ≤ 1`. The amplitudes satisfy `h : f ≠ 0 ∨ g ≠ 0`. The definitions `unpol`, `interference` and `sherman` are $D$, $c$ and $S$; `rho`, `mottMatrix` and `intensity` are $\rho$, $M$ and $I$. The intensity is a complex trace. The theorem equates it with a real number, states non-negativity for its real part, and takes the asymmetry as a quotient in $\mathbb{C}$.

The form of $M(n)$ is a definition, not derived from the symmetries of the target. Its factor $-i$ and the choice $\bar fg$ fix the sign of $S$. The vector $n$ is any unit vector, with no link to momenta, so the reading of $\pm n$ as left and right is physics supplied from outside. Multiple scattering, inelastic events and target spin are not modelled.

The bound `hP` appears only in the final theorem, for $I(n)\ge0$ and $|S\,P\cdot n|\le1$. Without it, $f=1$, $g=i$, $n=(0,0,1)$, $P=(0,0,-2)$ has $D=2$, $S=1$ and $I(n)=-2$. Without `hn`, the choice $f=0$, $g=1$, $P=0$, $n=(0,0,2)$ has $I(n)=4$ while $D=1$.

One could instead define $n=k\times k'/|k\times k'|$ from the incoming and outgoing wave vectors $k$ and $k'$. Then $n\cdot n=1$ would be derived, the orientation of $n$ would be fixed, and a hypothesis excluding forward and backward scattering would be needed. The normalised polarization, the limits, the counter-examples and this alternative are worked by hand and are not theorems of the file.

In Lean 4 with Mathlib:

```lean
import Mathlib

open Matrix Complex ComplexConjugate

namespace MottScattering

noncomputable section

/-- The three Pauli matrices. -/
def pauli : Fin 3 → Matrix (Fin 2) (Fin 2) ℂ :=
  ![!![0, 1; 1, 0], !![0, -I; I, 0], !![1, 0; 0, -1]]

/-- The combination `σ·a = ∑ i, a i σ i` of Pauli matrices for a real vector `a`. -/
def sigmaDot (a : Fin 3 → ℝ) : Matrix (Fin 2) (Fin 2) ℂ := ∑ i, (a i : ℂ) • pauli i

/-- Spin density matrix `ρ = (1 + P·σ)/2` of a beam with polarization vector `P`. -/
def rho (P : Fin 3 → ℝ) : Matrix (Fin 2) (Fin 2) ℂ := (1 / 2 : ℂ) • (1 + sigmaDot P)

/-- Mott scattering matrix `M(n) = f - i g σ·n`, with `n` the normal of the scattering plane. -/
def mottMatrix (f g : ℂ) (n : Fin 3 → ℝ) : Matrix (Fin 2) (Fin 2) ℂ :=
  f • (1 : Matrix (Fin 2) (Fin 2) ℂ) - (I * g) • sigmaDot n

/-- The spin-averaged cross section `D = |f|² + |g|²`. -/
def unpol (f g : ℂ) : ℝ := ‖f‖ ^ 2 + ‖g‖ ^ 2

/-- The interference term `2 Im(f̄ g)` of the two amplitudes. -/
def interference (f g : ℂ) : ℝ := 2 * (conj f * g).im

/-- The Sherman function `S = 2 Im(f̄ g) / D`. -/
def sherman (f g : ℂ) : ℝ := interference f g / unpol f g

/-- The scattered intensity `tr(M ρ M†)`. -/
def intensity (f g : ℂ) (n P : Fin 3 → ℝ) : ℂ :=
  trace (mottMatrix f g n * rho P * (mottMatrix f g n)ᴴ)

/-- Explicit matrix form of `σ·a`. -/
theorem sigmaDot_eq (a : Fin 3 → ℝ) :
    sigmaDot a = !![(a 2 : ℂ), a 0 - a 1 * I; a 0 + a 1 * I, -(a 2 : ℂ)] := by
  ext i j
  fin_cases i <;> fin_cases j <;> simp [sigmaDot, pauli, Fin.sum_univ_three]
  all_goals ring

/-- `σ·a` is Hermitian and its square is `a·a` times the identity. -/
theorem sigmaDot_herm_sq (a : Fin 3 → ℝ) :
    (sigmaDot a)ᴴ = sigmaDot a ∧
      sigmaDot a * sigmaDot a = ((a ⬝ᵥ a : ℝ) : ℂ) • (1 : Matrix (Fin 2) (Fin 2) ℂ) := by
  constructor
  · ext i j
    fin_cases i <;> fin_cases j <;> simp [sigmaDot_eq, conjTranspose_apply]
    all_goals ring
  · ext i j
    fin_cases i <;> fin_cases j <;>
      simp [sigmaDot_eq, Matrix.mul_apply, Fin.sum_univ_two, dotProduct, Fin.sum_univ_three] <;>
      first
        | ring1
        | linear_combination (-((a 1 : ℂ) ^ 2)) * I_sq

/-- The expectation value of `α + β σ·n` in the state `ρ(P)` is `α + β P·n`. -/
theorem trace_rho_mul (α β : ℂ) (n P : Fin 3 → ℝ) :
    trace (rho P * (α • (1 : Matrix (Fin 2) (Fin 2) ℂ) + β • sigmaDot n))
      = α + β * ((P ⬝ᵥ n : ℝ) : ℂ) := by
  simp [rho, sigmaDot_eq, Matrix.trace_fin_two, Matrix.mul_apply, Fin.sum_univ_two, dotProduct,
    Fin.sum_univ_three]
  linear_combination (-(β * (P 1 : ℂ) * (n 1 : ℂ))) * I_sq

/-- For a unit normal `n`, `M†M = D + 2 Im(f̄ g) σ·n`. -/
theorem mott_adj_mul (f g : ℂ) (n : Fin 3 → ℝ) (hn : n ⬝ᵥ n = 1) :
    (mottMatrix f g n)ᴴ * mottMatrix f g n
      = (unpol f g : ℂ) • (1 : Matrix (Fin 2) (Fin 2) ℂ)
        + (interference f g : ℂ) • sigmaDot n := by
  have hH := (sigmaDot_herm_sq n).1
  have hsq : sigmaDot n * sigmaDot n = 1 := by
    rw [(sigmaDot_herm_sq n).2, hn, ofReal_one, one_smul]
  have hE : unpol f g = f.re * f.re + f.im * f.im + (g.re * g.re + g.im * g.im) := by
    simp only [unpol, Complex.sq_norm, Complex.normSq_apply]
  have h1 : (unpol f g : ℂ) = star f * f + star (I * g) * (I * g) := by
    apply Complex.ext <;> simp [hE]
    all_goals ring1
  have h2 : (interference f g : ℂ) = -(star f * (I * g) + star (I * g) * f) := by
    apply Complex.ext <;> simp [interference]
    all_goals ring1
  rw [h1, h2]
  -- expand the product and use (σ·n)² = 1
  simp only [mottMatrix, conjTranspose_sub, conjTranspose_smul, conjTranspose_one, hH, sub_mul,
    mul_sub, smul_mul_assoc, mul_smul_comm, one_mul, mul_one, hsq]
  module

/-- If the amplitudes are not both zero, `D > 0` and `D S = 2 Im(f̄ g)`. -/
theorem unpol_pos (f g : ℂ) (h : f ≠ 0 ∨ g ≠ 0) :
    0 < unpol f g ∧ unpol f g * sherman f g = interference f g := by
  have hD : 0 < unpol f g := by
    unfold unpol
    rcases h with h | h
    · have := norm_pos_iff.mpr h
      positivity
    · have := norm_pos_iff.mpr h
      positivity
  refine ⟨hD, ?_⟩
  have hne := hD.ne'
  unfold sherman
  field_simp

/-- For amplitudes not both zero, the Sherman function obeys `|S| ≤ 1`, with `S = 1` exactly when `g = i f` and `S = -1`
exactly when `g = -i f`. -/
theorem sherman_bound (f g : ℂ) (h : f ≠ 0 ∨ g ≠ 0) :
    |sherman f g| ≤ 1 ∧ (sherman f g = 1 ↔ g = I * f) ∧ (sherman f g = -1 ↔ g = -(I * f)) := by
  have hD := (unpol_pos f g h).1
  have hE : unpol f g = f.re * f.re + f.im * f.im + (g.re * g.re + g.im * g.im) := by
    simp only [unpol, Complex.sq_norm, Complex.normSq_apply]
  have hc : interference f g = 2 * (f.re * g.im - f.im * g.re) := by
    simp only [interference, mul_im, conj_re, conj_im]
    ring
  have hS : sherman f g = 2 * (f.re * g.im - f.im * g.re) / unpol f g := by
    rw [sherman, hc]
  -- D ∓ 2 Im(f̄ g) = |g ∓ i f|²
  refine ⟨?_, ?_, ?_⟩
  · rw [hS, abs_le, le_div_iff₀ hD, div_le_iff₀ hD, hE]
    constructor
    · nlinarith [sq_nonneg (g.re - f.im), sq_nonneg (g.im + f.re)]
    · nlinarith [sq_nonneg (g.re + f.im), sq_nonneg (g.im - f.re)]
  · rw [hS, div_eq_iff hD.ne', hE, Complex.ext_iff]
    simp only [mul_re, mul_im, I_re, I_im]
    constructor
    · intro h0
      have h1 : (g.re + f.im) ^ 2 = 0 := by
        nlinarith [sq_nonneg (g.re + f.im), sq_nonneg (g.im - f.re)]
      have h2 : (g.im - f.re) ^ 2 = 0 := by
        nlinarith [sq_nonneg (g.re + f.im), sq_nonneg (g.im - f.re)]
      have h3 := (pow_eq_zero_iff two_ne_zero).mp h1
      have h4 := (pow_eq_zero_iff two_ne_zero).mp h2
      constructor <;> linarith
    · rintro ⟨h1, h2⟩
      rw [h1, h2]
      ring
  · rw [hS, div_eq_iff hD.ne', hE, Complex.ext_iff]
    simp only [neg_re, neg_im, mul_re, mul_im, I_re, I_im]
    constructor
    · intro h0
      have h1 : (g.re - f.im) ^ 2 = 0 := by
        nlinarith [sq_nonneg (g.re - f.im), sq_nonneg (g.im + f.re)]
      have h2 : (g.im + f.re) ^ 2 = 0 := by
        nlinarith [sq_nonneg (g.re - f.im), sq_nonneg (g.im + f.re)]
      have h3 := (pow_eq_zero_iff two_ne_zero).mp h1
      have h4 := (pow_eq_zero_iff two_ne_zero).mp h2
      constructor <;> linarith
    · rintro ⟨h1, h2⟩
      rw [h1, h2]
      ring

/-- For amplitudes not both zero and a unit vector `n`, the scattered intensity is
`tr(M ρ M†) = D (1 + S P·n)`. -/
theorem intensity_eq (f g : ℂ) (h : f ≠ 0 ∨ g ≠ 0) (n P : Fin 3 → ℝ) (hn : n ⬝ᵥ n = 1) :
    intensity f g n P = ((unpol f g * (1 + sherman f g * (P ⬝ᵥ n)) : ℝ) : ℂ) := by
  have hr : unpol f g * (1 + sherman f g * (P ⬝ᵥ n))
      = unpol f g + interference f g * (P ⬝ᵥ n) := by
    linear_combination (P ⬝ᵥ n) * (unpol_pos f g h).2
  -- cyclicity: tr(M ρ M†) = tr(ρ M†M)
  rw [intensity, trace_mul_cycle, trace_mul_comm, mott_adj_mul f g n hn, trace_rho_mul, hr,
    ofReal_add, ofReal_mul]

/-- For amplitudes not both zero and a unit vector `n`, the intensities for `n` and `-n` add up to `2D`, and their asymmetry is `S P·n`. -/
theorem asymmetry_eq (f g : ℂ) (h : f ≠ 0 ∨ g ≠ 0) (n P : Fin 3 → ℝ) (hn : n ⬝ᵥ n = 1) :
    intensity f g n P + intensity f g (-n) P = 2 * (unpol f g : ℂ) ∧
      (intensity f g n P - intensity f g (-n) P) / (intensity f g n P + intensity f g (-n) P)
        = ((sherman f g * (P ⬝ᵥ n) : ℝ) : ℂ) := by
  have hn' : (-n) ⬝ᵥ (-n) = 1 := by simpa using hn
  have h2 : 2 * (unpol f g : ℂ) ≠ 0 :=
    mul_ne_zero two_ne_zero (ofReal_ne_zero.mpr (unpol_pos f g h).1.ne')
  have hsum : intensity f g n P + intensity f g (-n) P = 2 * (unpol f g : ℂ) := by
    rw [intensity_eq f g h n P hn, intensity_eq f g h (-n) P hn', dotProduct_neg]
    push_cast
    ring
  refine ⟨hsum, ?_⟩
  rw [hsum, div_eq_iff h2, intensity_eq f g h n P hn, intensity_eq f g h (-n) P hn',
    dotProduct_neg]
  push_cast
  ring

/-- For amplitudes not both zero and a unit vector `n`, the unnormalised outgoing polarization
along `n` is `tr(M ρ M† σ·n) = D (P·n + S)`. -/
theorem outgoing_spin (f g : ℂ) (h : f ≠ 0 ∨ g ≠ 0) (n P : Fin 3 → ℝ) (hn : n ⬝ᵥ n = 1) :
    trace (mottMatrix f g n * rho P * (mottMatrix f g n)ᴴ * sigmaDot n)
      = ((unpol f g * (P ⬝ᵥ n + sherman f g) : ℝ) : ℂ) := by
  have hsq : sigmaDot n * sigmaDot n = 1 := by
    rw [(sigmaDot_herm_sq n).2, hn, ofReal_one, one_smul]
  -- M commutes with σ·n
  have comm : sigmaDot n * mottMatrix f g n = mottMatrix f g n * sigmaDot n := by
    simp only [mottMatrix, mul_sub, sub_mul, smul_mul_assoc, mul_smul_comm, one_mul, mul_one]
  have key : ∀ M R N : Matrix (Fin 2) (Fin 2) ℂ, N * M = M * N →
      trace (M * R * Mᴴ * N) = trace (R * (Mᴴ * M * N)) := by
    intro M R N hc
    have e1 : M * R * Mᴴ * N = M * (R * Mᴴ * N) := by simp only [mul_assoc]
    have e2 : R * Mᴴ * N * M = R * (Mᴴ * M * N) := by simp only [mul_assoc, hc]
    rw [e1, trace_mul_comm, e2]
  have hr : unpol f g * (P ⬝ᵥ n + sherman f g) = interference f g + unpol f g * (P ⬝ᵥ n) := by
    linear_combination (unpol_pos f g h).2
  rw [hr, key _ _ _ comm, mott_adj_mul f g n hn, add_mul, smul_mul_assoc, smul_mul_assoc,
    one_mul, hsq, add_comm, trace_rho_mul, ofReal_add, ofReal_mul]

/-- For amplitudes not both zero, a unit vector `n` and `P·P ≤ 1`: `D > 0`, the intensity is `D (1 + S P·n)` and is
non-negative, `|S| ≤ 1`, and the `n` versus `-n` asymmetry is `S P·n`, of modulus at most one. -/
theorem mott_scattering (f g : ℂ) (h : f ≠ 0 ∨ g ≠ 0) (n P : Fin 3 → ℝ) (hn : n ⬝ᵥ n = 1)
    (hP : P ⬝ᵥ P ≤ 1) :
    0 < unpol f g ∧
      intensity f g n P = ((unpol f g * (1 + sherman f g * (P ⬝ᵥ n)) : ℝ) : ℂ) ∧
      0 ≤ (intensity f g n P).re ∧ |sherman f g| ≤ 1 ∧
      (intensity f g n P - intensity f g (-n) P) / (intensity f g n P + intensity f g (-n) P)
        = ((sherman f g * (P ⬝ᵥ n) : ℝ) : ℂ) ∧
      |sherman f g * (P ⬝ᵥ n)| ≤ 1 := by
  have hD := (unpol_pos f g h).1
  have hS := (sherman_bound f g h).1
  -- |P ∓ n|² ≥ 0 bounds the projection of P on n
  have hPn : |P ⬝ᵥ n| ≤ 1 := by
    simp only [dotProduct, Fin.sum_univ_three] at hn hP ⊢
    rw [abs_le]
    constructor
    · nlinarith [sq_nonneg (P 0 + n 0), sq_nonneg (P 1 + n 1), sq_nonneg (P 2 + n 2)]
    · nlinarith [sq_nonneg (P 0 - n 0), sq_nonneg (P 1 - n 1), sq_nonneg (P 2 - n 2)]
  have hA : |sherman f g * (P ⬝ᵥ n)| ≤ 1 := by
    rw [abs_mul]
    nlinarith [abs_nonneg (sherman f g), abs_nonneg (P ⬝ᵥ n)]
  refine ⟨hD, intensity_eq f g h n P hn, ?_, hS, (asymmetry_eq f g h n P hn).2, hA⟩
  rw [intensity_eq f g h n P hn, ofReal_re]
  exact mul_nonneg hD.le (by linarith [(abs_le.mp hA).1])

end

end MottScattering
```

```lean
#print axioms MottScattering.outgoing_spin
-- 'MottScattering.outgoing_spin' depends on axioms: [propext, Classical.choice, Quot.sound]
#print axioms MottScattering.mott_scattering
-- 'MottScattering.mott_scattering' depends on axioms: [propext, Classical.choice, Quot.sound]
```

## Notes on the proof

`sigmaDot_eq`, `sigmaDot_herm_sq` and `trace_rho_mul` are steps 1 and 2, done entry by entry; `linear_combination` with `I_sq` supplies $i^2=-1$ where two $\sigma_1$ components meet.

`mott_adj_mul` is step 3. It rewrites $D$ and $c$ as the coefficients of the expanded product (`h1`, `h2`), by comparing real and imaginary parts. It then expands $M^\dagger M$ using Hermiticity and `hsq`, and `module` matches the coefficients of $1$ and $\sigma\cdot n$.

`unpol_pos` gives $D>0$ and $DS=c$. `intensity_eq` is step 4: `trace_mul_cycle` and `trace_mul_comm` bring the trace to $\operatorname{tr}(\rho M^\dagger M)$.

`sherman_bound` is step 5 in real coordinates. The squares passed to `nlinarith`, such as `(g.re + f.im) ^ 2` and `(g.im - f.re) ^ 2` in `h1` and `h2`, are the two parts of $|g-if|^2$. For $S=1$ both vanish, which is $g=if$; the case $S=-1$ uses $|g+if|^2$.

`asymmetry_eq` applies `intensity_eq` to $n$ and $-n$, with `dotProduct_neg` for the sign. `outgoing_spin` is step 8, where `key` moves $\sigma\cdot n$ through $M$ inside the trace. `mott_scattering` adds step 7, with the component squares of $P\pm n$ as hints in `hPn`, and collects the earlier results.
